# Closed-shell repulsion in the two-orbital dimer with positive overlap and b < sa

The molecular orbitals of a dimer can enter a theorem as explicit formulas or as any solution of the equations that define them. For the filled dimer they are here any solution: a real matrix $C$, with one orbital per column, and two energies $e_0, e_1$ that satisfy

$$HC = SC\,\mathrm{diag}(e), \qquad C^{T}SC = 1 .$$

The results for the filled dimer therefore don't depend on the signs or the order in which the orbitals are listed. The single levels of the symmetric dimer are treated with explicit formulas. The Hamiltonian and the overlap matrix are

$$H=\begin{pmatrix}a_1&b\\b&a_2\end{pmatrix},\qquad S=\begin{pmatrix}1&s\\s&1\end{pmatrix},$$

where $a_1,a_2$ are the site energies, $b$ is the coupling and $s$ is the overlap of two normalised orbitals. Rows and columns are numbered 0 and 1, so $a_1$ belongs to site 0 and $a_2$ to site 1.

## The energy cost of filling both levels

With occupations $f_k$, the density matrix is $P_{ij}=\sum_k f_kC_{ik}C_{jk}$, the overlap population is $P_{01}S_{10}+P_{10}S_{01}=2sP_{01}$, and the band energy is $E=\sum_k f_ke_k$.

Let $a_1=a_2=a$, $s>0$, $b<sa$ and $f_0=f_1=2$. Then

$$2sP_{01}=-\frac{4s^2}{1-s^2}<0,\qquad E-4a=\frac{4s(sa-b)}{1-s^2}>0 .$$

The condition $s>0$ fixes the relative sign of two overlapping orbitals. Given that sign, $b<sa$ says that the in-phase combination lies below the site energy, so that it is bonding. The difference $sa-b$ is unaffected by a shift of the energy zero, which replaces $a$ by $a+c$ and $b$ by $b+cs$.

**Completeness.** Orthonormality says that $C^{T}S$ is a left inverse of the square matrix $C$. It is then also a right inverse, so $CC^{T}S=1$. Multiplying from the right by $M=\begin{pmatrix}1&-s\\-s&1\end{pmatrix}$ and using $SM=(1-s^2)\,1$ gives

$$(1-s^2)\,CC^{T}=\begin{pmatrix}1&-s\\-s&1\end{pmatrix}.$$

The upper diagonal entry reads $(1-s^2)(C_{00}^2+C_{01}^2)=1$. A sum of squares is not negative, so $s^2<1$.

**Population.** For double filling $P=2CC^{T}$, hence $P_{01}=-2s/(1-s^2)$, and multiplying by $2s$ gives the stated value.

**Energy.** The two defining equations give $C^{T}HC=C^{T}SC\,\mathrm{diag}(e)=\mathrm{diag}(e)$. Taking the trace,

$$e_0+e_1=\mathrm{tr}(HCC^{T})=\frac{a_1+a_2-2bs}{1-s^2}.$$

Doubling this and subtracting $2(a_1+a_2)$ leaves

$$E-2(a_1+a_2)=\frac{2s^2(a_1+a_2)-4bs}{1-s^2}=\frac{4s\left(\tfrac{s(a_1+a_2)}2-b\right)}{1-s^2}.$$

Equal site energies give the claim.

**Levels.** In the symmetric dimer, $(1,1)$ is multiplied by $a+b$ under $H$ and by $1+s$ under $S$; for $(1,-1)$ the factors are $a-b$ and $1-s$. The squared norms with respect to $S$ are $2(1+s)$ and $2(1-s)$, and the two vectors are $S$-orthogonal. The energies are thus $(a+b)/(1+s)$ and $(a-b)/(1-s)$, with shifts

$$a-e_0=\frac{sa-b}{1+s},\qquad e_1-a=\frac{sa-b}{1-s}.$$

For $0<s<1$ and $b<sa$, the upper level rises by more than the lower one falls. If only the normalised bonding orbital is doubly filled, $P_{01}=2/[2(1+s)]$ and the overlap population is $2s/(1+s)$.

In this non-interacting two-orbital model, the calculation shows how positive overlap, together with a coupling $b<sa$, makes the contact of two filled shells unfavourable. It is an energy difference at fixed $a$, $b$ and $s$. The full repulsion between closed-shell atoms also involves electron–electron and nuclear terms, and the change of all parameters with distance.

## Matrices, orbitals and populations in Lean

```lean
import Mathlib

open Matrix

namespace ClosedShellRepulsion

noncomputable section
```

Sites and levels are both indexed by `Fin 2`, and all entries are real.

```lean
/-- Overlap matrix of two normalised orbitals with mutual overlap `s`. -/
def overlap (s : ℝ) : Matrix (Fin 2) (Fin 2) ℝ := !![1, s; s, 1]
```

The unit diagonal fixes the normalisation of the basis orbitals.

```lean
/-- Hamiltonian of two orbitals with site energies `a₁`, `a₂` and coupling `b`. -/
def hamiltonian (a₁ a₂ b : ℝ) : Matrix (Fin 2) (Fin 2) ℝ := !![a₁, b; b, a₂]
```

The symmetric dimer is `hamiltonian a a b`.

```lean
/-- The columns of `C` are molecular orbitals with energies `e`: they solve the generalised
eigenvalue problem and are orthonormal with respect to the overlap matrix. -/
structure IsOrbitals (H S C : Matrix (Fin 2) (Fin 2) ℝ) (e : Fin 2 → ℝ) : Prop where
  secular : H * C = S * C * diagonal e
  orthonormal : Cᵀ * S * C = 1
```

The structure holds the two defining equations and nothing else. In particular, it does not assume $s^2<1$.

```lean
/-- Density matrix of the orbitals `C` with occupations `f`. -/
def density (f : Fin 2 → ℝ) (C : Matrix (Fin 2) (Fin 2) ℝ) : Matrix (Fin 2) (Fin 2) ℝ :=
  Matrix.of fun i j => ∑ k, f k * C i k * C j k
```

Occupations are arbitrary real numbers in this definition. Double filling is `fun _ => 2`, which counts both spins.

```lean
/-- Overlap population between the two sites, both off-diagonal terms counted. -/
def overlapPopulation (f : Fin 2 → ℝ) (C S : Matrix (Fin 2) (Fin 2) ℝ) : ℝ :=
  density f C 0 1 * S 1 0 + density f C 1 0 * S 0 1
```

Both off-diagonal terms are counted, which fixes the factor of 2 in the population.

```lean
/-- Band energy: the sum of the level energies weighted by their occupations. -/
def bandEnergy (f e : Fin 2 → ℝ) : ℝ := ∑ k, f k * e k
```

The band energy contains no interaction or double-counting term.

```lean
/-- In-phase (first column) and out-of-phase (second column) orbitals of the symmetric dimer, for
`-1 < s < 1`. -/
def dimerOrbitals (s : ℝ) : Matrix (Fin 2) (Fin 2) ℝ :=
  !![(√(2 * (1 + s)))⁻¹, (√(2 * (1 - s)))⁻¹; (√(2 * (1 + s)))⁻¹, -(√(2 * (1 - s)))⁻¹]
```

These are the normalised vectors $(1,1)$ and $(1,-1)$, written as columns.

```lean
/-- Energies of the in-phase (level 0) and out-of-phase (level 1) orbitals of the symmetric dimer,
for `-1 < s < 1`. -/
def dimerLevels (a b s : ℝ) : Fin 2 → ℝ := ![(a + b) / (1 + s), (a - b) / (1 - s)]
```

Level 0 belongs to the in-phase orbital and level 1 to the out-of-phase one.

## From orthonormality to repulsion

```lean
/-- The factor `1/√x` normalises an orbital whose squared norm is `x > 0`. -/
theorem normalisation {x : ℝ} (hx : 0 < x) : ((√x)⁻¹) ^ 2 * x = 1 := by
  rw [inv_pow, Real.sq_sqrt hx.le]
  exact inv_mul_cancel₀ hx.ne'
```

This small lemma is used later for the explicit orbitals.

```lean
/-- Two orthonormal molecular orbitals exhaust the two-site space: up to the factor `1 - s²`,
the matrix `C Cᵀ` has diagonal `1` and off-diagonal `-s`. -/
theorem orbital_completeness {s : ℝ} {C : Matrix (Fin 2) (Fin 2) ℝ}
    (h : Cᵀ * overlap s * C = 1) : (1 - s ^ 2) • (C * Cᵀ) = !![1, -s; -s, 1] := by
  have h1 : C * (Cᵀ * overlap s) = 1 := mul_eq_one_comm.mp h
  have h2 : overlap s * !![1, -s; -s, 1] =
      (1 - s ^ 2) • (1 : Matrix (Fin 2) (Fin 2) ℝ) := by
    ext i j
    fin_cases i <;> fin_cases j <;>
      simp [overlap, Matrix.mul_apply, Fin.sum_univ_two] <;> ring
  calc (1 - s ^ 2) • (C * Cᵀ)
      = C * Cᵀ * ((1 - s ^ 2) • (1 : Matrix (Fin 2) (Fin 2) ℝ)) := by
        rw [Matrix.mul_smul, Matrix.mul_one]
    _ = C * (Cᵀ * overlap s) * !![1, -s; -s, 1] := by
        rw [← h2]; simp only [Matrix.mul_assoc]
    _ = !![1, -s; -s, 1] := by rw [h1, Matrix.one_mul]
```

Here `mul_eq_one_comm` turns the left inverse into a right inverse, `h2` is the identity $SM=(1-s^2)\,1$, and the `calc` block carries out the multiplication by $M$.

```lean
/-- If two orthonormal molecular orbitals exist, the overlap satisfies `s² < 1`. -/
theorem overlap_sq_lt_one {s : ℝ} {C : Matrix (Fin 2) (Fin 2) ℝ}
    (h : Cᵀ * overlap s * C = 1) : 0 < 1 - s ^ 2 := by
  have h00 : (1 - s ^ 2) * (C 0 0 * C 0 0 + C 0 1 * C 0 1) = 1 := by
    simpa [Matrix.mul_apply, Fin.sum_univ_two] using
      congrFun (congrFun (orbital_completeness h) 0) 0
  by_contra hn
  have hs : 0 ≤ s ^ 2 - 1 := by linarith
  have := mul_nonneg hs (add_nonneg (mul_self_nonneg (C 0 0)) (mul_self_nonneg (C 0 1)))
  nlinarith
```

The proof takes the upper diagonal entry and supposes that $1-s^2\le 0$. The left side of `h00` would then be at most zero, yet it equals 1.

```lean
/-- With both levels doubly filled, the overlap population is `-4s²/(1-s²)`. -/
theorem filled_overlapPopulation {s : ℝ} {C : Matrix (Fin 2) (Fin 2) ℝ}
    (h : Cᵀ * overlap s * C = 1) :
    overlapPopulation (fun _ => 2) C (overlap s) = -4 * s ^ 2 / (1 - s ^ 2) := by
  have h01 : (1 - s ^ 2) * (C 0 0 * C 1 0 + C 0 1 * C 1 1) = -s := by
    simpa [Matrix.mul_apply, Fin.sum_univ_two] using
      congrFun (congrFun (orbital_completeness h) 0) 1
  have hp : overlapPopulation (fun _ => 2) C (overlap s) =
      4 * s * (C 0 0 * C 1 0 + C 0 1 * C 1 1) := by
    simp [overlapPopulation, density, overlap, Fin.sum_univ_two]
    ring
  rw [hp, eq_div_iff (overlap_sq_lt_one h).ne']
  linear_combination 4 * s * h01
```

The equation `h01` is the off-diagonal entry of the completeness relation, and `hp` writes the population as $4s\,(CC^{T})_{01}$. After the denominator is cleared, $4s$ times `h01` closes the goal. The Hamiltonian plays no part, so the formula holds for any orthonormal pair.

```lean
/-- Band energy of the completely filled dimer relative to two doubly filled separate sites,
for arbitrary site energies. -/
theorem filled_bandEnergy {a₁ a₂ b s : ℝ} {C : Matrix (Fin 2) (Fin 2) ℝ} {e : Fin 2 → ℝ}
    (h : IsOrbitals (hamiltonian a₁ a₂ b) (overlap s) C e) :
    bandEnergy (fun _ => 2) e - 2 * (a₁ + a₂) =
      4 * s * (s * (a₁ + a₂) / 2 - b) / (1 - s ^ 2) := by
  have hc := orbital_completeness h.orthonormal
  have h00 : (1 - s ^ 2) * (C 0 0 * C 0 0 + C 0 1 * C 0 1) = 1 := by
    simpa [Matrix.mul_apply, Fin.sum_univ_two] using congrFun (congrFun hc 0) 0
  have h01 : (1 - s ^ 2) * (C 0 0 * C 1 0 + C 0 1 * C 1 1) = -s := by
    simpa [Matrix.mul_apply, Fin.sum_univ_two] using congrFun (congrFun hc 0) 1
  have h11 : (1 - s ^ 2) * (C 1 0 * C 1 0 + C 1 1 * C 1 1) = 1 := by
    simpa [Matrix.mul_apply, Fin.sum_univ_two] using congrFun (congrFun hc 1) 1
  -- the Hamiltonian is diagonal in the molecular orbitals
  have hd : Cᵀ * hamiltonian a₁ a₂ b * C = diagonal e := by
    rw [Matrix.mul_assoc, h.secular, ← Matrix.mul_assoc, ← Matrix.mul_assoc,
      h.orthonormal, Matrix.one_mul]
  have e0 := congrFun (congrFun hd 0) 0
  have e1 := congrFun (congrFun hd 1) 1
  simp [hamiltonian, Matrix.mul_apply, Fin.sum_univ_two] at e0 e1
  rw [eq_div_iff (overlap_sq_lt_one h.orthonormal).ne']
  simp only [bandEnergy, Fin.sum_univ_two]
  linear_combination -2 * (1 - s ^ 2) * (e0 + e1) + 2 * a₁ * h00 + 2 * a₂ * h11 + 4 * b * h01
```

The step `hd` is $C^{T}HC=\mathrm{diag}(e)$. Its two diagonal entries are added, and the three completeness equations replace the products of coefficients. The weights $2a_1$, $2a_2$ and $4b$ in `linear_combination` are those with which the entries of $CC^{T}$ occur in $2\,\mathrm{tr}(HCC^{T})$.

```lean
/-- For positive overlap, the filled dimer lies above the separate sites exactly when the
coupling is below `s` times the mean site energy. -/
theorem repulsive_iff {a₁ a₂ b s : ℝ} {C : Matrix (Fin 2) (Fin 2) ℝ} {e : Fin 2 → ℝ}
    (h : IsOrbitals (hamiltonian a₁ a₂ b) (overlap s) C e) (hs : 0 < s) :
    0 < bandEnergy (fun _ => 2) e - 2 * (a₁ + a₂) ↔ b < s * (a₁ + a₂) / 2 := by
  have hD := overlap_sq_lt_one h.orthonormal
  have key := (eq_div_iff hD.ne').mp (filled_bandEnergy h)
  have h4 : 0 < 4 * s := by linarith
  rw [← mul_pos_iff_of_pos_right hD, key, mul_pos_iff_of_pos_left h4, sub_pos]
```

For unequal sites with $s>0$, the sign of the energy difference is that of $s(a_1+a_2)/2-b$, because $4s$ and $1-s^2$ are positive. The proof removes these two factors in turn.

```lean
/-- Closed-shell repulsion: in the symmetric dimer with `s > 0`, `b < s a` and both levels doubly
filled, the overlap population is negative and the band energy exceeds `4a`, by the stated
amounts. -/
theorem closed_shell_repulsion {a b s : ℝ} {C : Matrix (Fin 2) (Fin 2) ℝ} {e : Fin 2 → ℝ}
    (h : IsOrbitals (hamiltonian a a b) (overlap s) C e) (hs : 0 < s) (hb : b < s * a) :
    overlapPopulation (fun _ => 2) C (overlap s) = -4 * s ^ 2 / (1 - s ^ 2) ∧
    overlapPopulation (fun _ => 2) C (overlap s) < 0 ∧
    bandEnergy (fun _ => 2) e - 4 * a = 4 * s * (s * a - b) / (1 - s ^ 2) ∧
    0 < bandEnergy (fun _ => 2) e - 4 * a := by
  have hD := overlap_sq_lt_one h.orthonormal
  have hp := filled_overlapPopulation h.orthonormal
  have hE : bandEnergy (fun _ => 2) e - 4 * a = 4 * s * (s * a - b) / (1 - s ^ 2) := by
    have h1 := filled_bandEnergy h
    rw [show s * (a + a) / 2 = s * a by ring] at h1
    linarith
  refine ⟨hp, ?_, hE, ?_⟩
  · rw [hp]
    exact div_neg_of_neg_of_pos (by nlinarith [pow_pos hs 2]) hD
  · rw [hE]
    exact div_pos (mul_pos (by linarith) (by linarith)) hD
```

The four parts of the conclusion are the value and sign of the population, then the value and sign of the energy difference. The values come from the two preceding formulas, and the signs from $s^2>0$, $sa-b>0$ and $1-s^2>0$.

## The bonding and antibonding levels

```lean
/-- The explicit in-phase and out-of-phase orbitals, with their energies, are orthonormal solutions
for the symmetric dimer whenever `-1 < s < 1`. -/
theorem dimerOrbitals_witness (a b : ℝ) {s : ℝ} (h1 : -1 < s) (h2 : s < 1) :
    IsOrbitals (hamiltonian a a b) (overlap s) (dimerOrbitals s) (dimerLevels a b s) := by
  have hp := normalisation (show 0 < 2 * (1 + s) by linarith)
  have hq := normalisation (show 0 < 2 * (1 - s) by linarith)
  have hx := div_mul_cancel₀ (a + b) (show 1 + s ≠ 0 by linarith)
  have hy := div_mul_cancel₀ (a - b) (show 1 - s ≠ 0 by linarith)
  unfold dimerOrbitals dimerLevels
  generalize (√(2 * (1 + s)))⁻¹ = p at hp ⊢
  generalize (√(2 * (1 - s)))⁻¹ = q at hq ⊢
  generalize (a + b) / (1 + s) = x at hx ⊢
  generalize (a - b) / (1 - s) = y at hy ⊢
  constructor
  · have hd : diagonal ![x, y] = !![x, 0; 0, y] := by
      ext i j
      fin_cases i <;> fin_cases j <;> simp
    rw [hd, hamiltonian, overlap, Matrix.mul_fin_two, Matrix.mul_fin_two, Matrix.mul_fin_two]
    simp only [mul_zero, add_zero, zero_add]
    have k1 : a * p + b * p = (1 * p + s * p) * x := by linear_combination -p * hx
    have k2 : a * q + b * -q = (1 * q + s * -q) * y := by linear_combination -q * hy
    have k3 : b * p + a * p = (s * p + 1 * p) * x := by linear_combination -p * hx
    have k4 : b * q + a * -q = (s * q + 1 * -q) * y := by linear_combination q * hy
    rw [k1, k2, k3, k4]
  · have ht : (!![p, q; p, -q])ᵀ = !![p, p; q, -q] := by
      ext i j
      fin_cases i <;> fin_cases j <;> rfl
    rw [ht, overlap, Matrix.mul_fin_two, Matrix.mul_fin_two, Matrix.one_fin_two]
    have k1 : (p * 1 + p * s) * p + (p * s + p * 1) * p = 1 := by linear_combination hp
    have k2 : (p * 1 + p * s) * q + (p * s + p * 1) * -q = 0 := by ring
    have k3 : (q * 1 + -q * s) * p + (q * s + -q * 1) * p = 0 := by ring
    have k4 : (q * 1 + -q * s) * q + (q * s + -q * 1) * -q = 1 := by linear_combination hq
    rw [k1, k2, k3, k4]
```

This shows that orbitals of the required kind exist for every $-1<s<1$. The proof replaces the normalisation factors and the energies by letters, keeping only the equations that characterise them. It then checks the eigenvalue equation and orthonormality entry by entry.

```lean
/-- For `0 < s < 1` and `b < s a`, the antibonding level is raised above `a` by more than the
bonding level is lowered below it; both shifts are given. -/
theorem level_shifts {a b s : ℝ} (hs : 0 < s) (h1 : s < 1) (hb : b < s * a) :
    a - dimerLevels a b s 0 = (s * a - b) / (1 + s) ∧
    dimerLevels a b s 1 - a = (s * a - b) / (1 - s) ∧
    a - dimerLevels a b s 0 < dimerLevels a b s 1 - a := by
  have hp : 1 + s ≠ 0 := by linarith
  have hm : 1 - s ≠ 0 := by linarith
  have k0 : a - dimerLevels a b s 0 = (s * a - b) / (1 + s) := by
    change a - (a + b) / (1 + s) = _
    rw [eq_div_iff hp, sub_mul, div_mul_cancel₀ _ hp]
    ring
  have k1 : dimerLevels a b s 1 - a = (s * a - b) / (1 - s) := by
    change (a - b) / (1 - s) - a = _
    rw [eq_div_iff hm, sub_mul, div_mul_cancel₀ _ hm]
    ring
  refine ⟨k0, k1, ?_⟩
  rw [k0, k1]
  exact div_lt_div_of_pos_left (by linarith) (by linarith) (by linarith)
```

The first two parts are the shifts derived above. The last compares fractions with the same positive numerator, of which the one over $1-s$ is larger.

```lean
/-- With only the in-phase orbital doubly filled, the overlap population is `2s/(1+s)`. -/
theorem bonding_overlapPopulation {s : ℝ} (h1 : -1 < s) :
    overlapPopulation ![2, 0] (dimerOrbitals s) (overlap s) = 2 * s / (1 + s) := by
  have hp := normalisation (show 0 < 2 * (1 + s) by linarith)
  unfold dimerOrbitals
  generalize (√(2 * (1 + s)))⁻¹ = p at hp ⊢
  generalize (√(2 * (1 - s)))⁻¹ = q
  have h : overlapPopulation ![2, 0] !![p, q; p, -q] (overlap s) = 4 * p ^ 2 * s := by
    simp [overlapPopulation, density, overlap, Fin.sum_univ_two]
    ring
  rw [h, eq_div_iff (show 1 + s ≠ 0 by linarith)]
  linear_combination 2 * s * hp

end

end ClosedShellRepulsion
```

For $s>0$ this population is positive, while filling the second level as well makes the total negative. The antibonding orbital therefore removes more overlap population than the bonding orbital supplies. A crystal orbital overlap population curve shows the same balance, resolved in energy.

```lean
#print axioms ClosedShellRepulsion.repulsive_iff
#print axioms ClosedShellRepulsion.closed_shell_repulsion
#print axioms ClosedShellRepulsion.level_shifts
#print axioms ClosedShellRepulsion.bonding_overlapPopulation
```

```
'ClosedShellRepulsion.repulsive_iff' depends on axioms: [propext, Classical.choice, Quot.sound]
'ClosedShellRepulsion.closed_shell_repulsion' depends on axioms: [propext, Classical.choice, Quot.sound]
'ClosedShellRepulsion.level_shifts' depends on axioms: [propext, Classical.choice, Quot.sound]
'ClosedShellRepulsion.bonding_overlapPopulation' depends on axioms: [propext, Classical.choice, Quot.sound]
```

## The same step in a program and in a larger basis

In Python, `e, C = scipy.linalg.eigh(H, S)` returns energies and orbitals in the normalisation used here. With an occupation array `f`, the density matrix is `P = (C * f) @ C.T` and the overlap population is `2 * P[0, 1] * S[0, 1]`. For $a=0$, $b=-1$, $s=1/2$ and double filling, the population should be $-4/3$ and the band energy $8/3$.

The completeness argument also works by hand for $n$ orbitals with a positive definite overlap matrix, a case that the Lean development does not treat. There $CC^{T}=S^{-1}$, so complete double filling gives $P=2S^{-1}$ and $E=2\,\mathrm{tr}(S^{-1}H)$, and neither requires the individual orbitals.
